# The overlap of a Bloch wave with an absolutely summable projector reduces to a sum over one cell

On a one-dimensional integer grid, let ψ(x) = exp(ikx) u(x) be a Bloch wave, where u has period N (a nonzero whole number) and k is any real number. The theorem `projection_eq_cell_sum` takes a projector b whose absolute values have a finite sum, and considers the overlap ∑ₓ conj(b(x − τ)) ψ(x) over the whole infinite grid, with neither b nor ψ assumed normalised. It says that this overlap equals exp(ikτ) times a sum over the N points of one cell, in which u multiplies the "folded" projector, that is, the sum of conj(b) times the plane-wave phase over all lattice translates, with positions measured from τ. The proof writes each grid point uniquely as a cell point plus a lattice vector, shows that the resulting double series converges absolutely, sums over the lattice vectors first, and takes u outside that inner sum.

The failing Lean file:

```lean
import Mathlib

open ComplexConjugate

namespace RealSpaceProjectors

noncomputable section

/-- The plane-wave phase `exp(ikx)` at the grid point `x`. -/
def phase (k : ℝ) (x : ℤ) : ℂ := Complex.exp (((k * x : ℝ) : ℂ) * Complex.I)

/-- The wave `ψ(x) = exp(ikx) u(x)` on the integer grid. -/
def bloch (k : ℝ) (u : ℤ → ℂ) (x : ℤ) : ℂ := phase k x * u x

/-- The projection `∑ₓ conj(b(x - τ)) ψ(x)` of a wave on the projector `b` centred at `τ`,
summed over the whole grid. -/
def projection (b ψ : ℤ → ℂ) (τ : ℤ) : ℂ := ∑' x : ℤ, conj (b (x - τ)) * ψ x

/-- The folded projector: the sum over lattice vectors `R = mN` of
`conj(b(x + R - τ)) exp(ik(x + R - τ))`. -/
def folded (N : ℕ) (k : ℝ) (b : ℤ → ℂ) (τ x : ℤ) : ℂ :=
  ∑' m : ℤ, conj (b (x + m * N - τ)) * phase k (x + m * N - τ)

/-- The phase of a sum of displacements is the product of the phases. -/
theorem phase_add (k : ℝ) (x y : ℤ) : phase k (x + y) = phase k x * phase k y := by
  unfold phase
  rw [← Complex.exp_add]
  congr 1
  push_cast
  ring

/-- For an absolutely summable projector, the projection of a Bloch wave over the whole grid
equals `exp(ikτ)` times the sum over one cell of `u` times the folded projector. -/
theorem projection_eq_cell_sum {N : ℕ} [NeZero N] {u b : ℤ → ℂ}
    (hu : Function.Periodic u (N : ℤ)) (hb : Summable fun x => ‖b x‖) (k : ℝ) (τ : ℤ) :
    projection b (bloch k u) τ
      = phase k τ * ∑ j : Fin N, u ((j : ℕ) : ℤ) * folded N k b τ ((j : ℕ) : ℤ) := by
  -- each grid point is a cell point plus a lattice vector, in exactly one way
  obtain ⟨e, he⟩ : ∃ e : Fin N × ℤ ≃ ℤ,
      ∀ (j : Fin N) (m : ℤ), e (j, m) = ((j : ℕ) : ℤ) + m * (N : ℤ) :=
    ⟨(Equiv.prodComm _ _).trans (Int.divModEquiv N).symm, fun j m => by
      change m * (N : ℤ) + ((j : ℕ) : ℤ) = _
      ring⟩
  let F : Fin N × ℤ → ℂ := fun p => u ((p.1 : ℕ) : ℤ) *
    (conj (b (((p.1 : ℕ) : ℤ) + p.2 * N - τ)) * phase k (((p.1 : ℕ) : ℤ) + p.2 * N - τ))
  have hterm : ∀ p, conj (b (e p - τ)) * bloch k u (e p) = phase k τ * F p := by
    rintro ⟨j, m⟩
    have h1 := hu.zsmul m ((j : ℕ) : ℤ)
    rw [smul_eq_mul] at h1
    have h2 : phase k (((j : ℕ) : ℤ) + m * N)
        = phase k τ * phase k (((j : ℕ) : ℤ) + m * N - τ) := by
      rw [← phase_add]
      congr 1
      ring
    simp only [he, bloch, F]
    rw [h1, h2]
    ring
  -- the double series converges absolutely, since `u` takes finitely many values
  have hs : Summable fun p : Fin N × ℤ => ‖b (e p - τ)‖ :=
    hb.comp_injective (i := fun p => e p - τ)
      (fun p q h => e.injective (sub_left_injective h))
  have hF : Summable F := by
    refine Summable.of_norm_bounded
      (g := fun p => (∑ i : Fin N, ‖u ((i : ℕ) : ℤ)‖) * ‖b (e p - τ)‖) (hs.mul_left _) ?_
    rintro ⟨j, m⟩
    have hp : ∀ y, ‖phase k y‖ = 1 := fun y => Complex.norm_exp_ofReal_mul_I _
    simp only [F, he, norm_mul, hp, mul_one, RCLike.norm_conj]
    exact mul_le_mul_of_nonneg_right
      (Finset.single_le_sum (f := fun i : Fin N => ‖u ((i : ℕ) : ℤ)‖)
        (fun i _ => norm_nonneg _) (Finset.mem_univ j)) (norm_nonneg _)
  calc projection b (bloch k u) τ
      = ∑' p, conj (b (e p - τ)) * bloch k u (e p) :=
        (e.tsum_eq (fun x => conj (b (x - τ)) * bloch k u x)).symm
    _ = ∑' p, phase k τ * F p := tsum_congr hterm
    _ = phase k τ * ∑ j : Fin N, ∑' m : ℤ, F (j, m) := by
        rw [tsum_mul_left, hF.tsum_prod, tsum_fintype]
    _ = _ := by
        congr 1
        exact Finset.sum_congr rfl fun j _ => tsum_mul_left

end

end RealSpaceProjectors
```

The compiler's answer:

```
Main.lean:79:46: error: Type mismatch
  tsum_mul_left
has type
  @tsum ?m.498 ?m.497 DivisionSemiring.toSemiring.toAddCommMonoid ?m.501 (fun x => ?m.504 * ?m.503 x) ?m.499 =
    ?m.504 * ∑'[?m.499] (x : ?m.497), ?m.503 x
but is expected to have type
  @tsum ℂ ℤ Complex.instAddCommMonoid PseudoMetricSpace.toUniformSpace.toTopologicalSpace (fun m => F (j, m))
      (SummationFilter.unconditional ℤ) =
    u ↑↑j * folded N k b τ ↑↑j
```

Cause. The one error is in the last step, where u has to come out of the sum over lattice vectors. The lemma `tsum_mul_left` says that a constant factor can be taken outside an infinite sum, so it needs a summand of the form "constant times function". The goal instead shows `F (j, m)`, with the product hidden inside the local definition `F`, and on the right the inner sum is hidden inside `folded`. Even with `F` unfolded, the factor first reads `u` at `(j, m).1`, which mentions the summation variable `m` until the projection is reduced to `j`. Lean could not match the lemma to the goal as it stood, though the message doesn't say at which point the match failed.

The repair uses `refine` to leave the equality for each `j` as a goal of its own. Then `simp only [F, folded, tsum_mul_left]` unfolds both definitions, reduces the pair's projections, and takes out the factor, which no longer mentions `m`. The two sides then agree.

The repair, with which the file compiles:

```diff
@@ -77,5 +77,6 @@
     _ = _ := by
         congr 1
-        exact Finset.sum_congr rfl fun j _ => tsum_mul_left
+        refine Finset.sum_congr rfl fun j _ => ?_
+        simp only [F, folded, tsum_mul_left]
 
 end
```
